# Occupations of finitely many spin orbitals come from an ensemble of N-electron determinants exactly when they lie in [0, 1] and sum to N

Q: Take one electron in two spin orbitals, with mean occupations (p, 1 − p) and 0 < p < 1. A determinant that fills one of these two orbitals has occupations (1, 0) or (0, 1), never these. Does a mixture of the two have them?

A: Yes. Move charge 1 − p from the second orbital to the first and you get (1, 0). Move p the other way and you get (0, 1). Both are determinants, and

(p, 1 − p) = p (1, 0) + (1 − p) (0, 1).

Repeated transfers of this kind settle the general case. In any finite set of spin orbitals, occupations between 0 and 1 with integer sum N are therefore those of some mixture at fixed electron number, though this says nothing about its energy.

Q: What is a determinant in the Lean code?

A: The set S of its occupied orbitals, drawn from the finite type `ι`. Its occupation d_S(k), written `detOcc S k`, is 1 if k is in S and 0 otherwise.

```lean
import Mathlib

open Finset
open scoped ComplexConjugate

namespace EnsembleOccupations

noncomputable section

variable {ι : Type*} [Fintype ι] [DecidableEq ι]

/-- Occupation of spin orbital `k` in the determinant whose occupied orbitals form the set `S`. -/
def detOcc (S : Finset ι) (k : ι) : ℝ := if k ∈ S then 1 else 0
```

Q: And the ensemble?

A: A weight w_S for every S, nonnegative, with total 1, and zero unless S has N elements. The occupations are the averages

n_k = Σ_S w_S d_S(k).

```lean
/-- Statistical weights `w` of an ensemble of determinants with exactly `N` electrons. -/
structure IsEnsemble (N : ℕ) (w : Finset ι → ℝ) : Prop where
  nonneg : ∀ S, 0 ≤ w S
  sum_one : ∑ S, w S = 1
  support : ∀ S, S.card ≠ N → w S = 0

/-- Mean occupation of orbital `k` when determinant `S` carries the weight `w S`. -/
def ensembleOcc (w : Finset ι → ℝ) (k : ι) : ℝ := ∑ S, w S * detOcc S k
```

Q: Shouldn't you require that N not exceed the number of orbitals?

A: It isn't needed. For larger N there is no such ensemble, and entries of at most 1 cannot sum to N.

Two more definitions serve the proof. `fractional n` collects the orbitals with 0 < n_k < 1. Mind the order of arguments in `transfer n i j t`: the charge t goes from j to i.

```lean
/-- The orbitals whose occupation lies strictly between zero and one. -/
def fractional (n : ι → ℝ) : Finset ι := univ.filter (fun k => 0 < n k ∧ n k < 1)

/-- The occupations after an amount `t` of charge is moved from orbital `j` to orbital `i`. -/
def transfer (n : ι → ℝ) (i j : ι) (t : ℝ) (k : ι) : ℝ :=
  n k + (if k = i then t else 0) - (if k = j then t else 0)
```

Q: Why must ensemble occupations obey the conditions?

A: Each d_S(k) is 0 or 1, and Σ_k d_S(k) = |S|, the number of electrons in S. Averaging gives

0 ≤ n_k ≤ Σ_S w_S = 1,

Σ_k n_k = Σ_S w_S |S| = N.

`occ_constraints` does this by exchanging the two sums. `IsEnsemble.mix` records that mixing two ensembles mixes their occupations, since n_k is linear in the weights.

```lean
/-- The occupations of a determinant add up to its number of electrons. -/
theorem sum_detOcc (S : Finset ι) : ∑ k, detOcc S k = (S.card : ℝ) := by
  simp [detOcc]

/-- A convex mixture of two `N`-electron ensembles is an `N`-electron ensemble, and its
occupations are the same mixture of the two occupation vectors. -/
theorem IsEnsemble.mix {N : ℕ} {w v : Finset ι → ℝ} (hw : IsEnsemble N w)
    (hv : IsEnsemble N v) {a b : ℝ} (ha : 0 ≤ a) (hb : 0 ≤ b) (hab : a + b = 1) :
    IsEnsemble N (fun S => a * w S + b * v S) ∧
      ∀ k, ensembleOcc (fun S => a * w S + b * v S) k
        = a * ensembleOcc w k + b * ensembleOcc v k := by
  refine ⟨⟨fun S => ?_, ?_, fun S hS => ?_⟩, fun k => ?_⟩
  · exact add_nonneg (mul_nonneg ha (hw.nonneg S)) (mul_nonneg hb (hv.nonneg S))
  · rw [sum_add_distrib, ← mul_sum, ← mul_sum, hw.sum_one, hv.sum_one]
    linarith
  · simp [hw.support S hS, hv.support S hS]
  · unfold ensembleOcc
    rw [mul_sum, mul_sum, ← sum_add_distrib]
    exact sum_congr rfl fun S _ => by ring

/-- In an `N`-electron ensemble every occupation lies between zero and one, and the
occupations add up to `N`. -/
theorem occ_constraints {N : ℕ} {w : Finset ι → ℝ} (h : IsEnsemble N w) :
    (∀ k, 0 ≤ ensembleOcc w k ∧ ensembleOcc w k ≤ 1) ∧ ∑ k, ensembleOcc w k = N := by
  refine ⟨fun k => ⟨?_, ?_⟩, ?_⟩
  · unfold ensembleOcc
    exact sum_nonneg fun S _ => mul_nonneg (h.nonneg S)
      (by unfold detOcc; split_ifs <;> norm_num)
  · unfold ensembleOcc
    calc ∑ S, w S * detOcc S k ≤ ∑ S, w S := sum_le_sum fun S _ =>
          mul_le_of_le_one_right (h.nonneg S) (by unfold detOcc; split_ifs <;> norm_num)
      _ = 1 := h.sum_one
  · unfold ensembleOcc
    rw [sum_comm]
    calc ∑ S, ∑ k, w S * detOcc S k = ∑ S, w S * (N : ℝ) := by
          refine sum_congr rfl fun S _ => ?_
          rw [← mul_sum, sum_detOcc]
          by_cases hS : S.card = N
          · rw [hS]
          · rw [h.support S hS, zero_mul, zero_mul]
      _ = N := by rw [← sum_mul, h.sum_one, one_mul]
```

Q: For the converse, what if only one orbital is fractional?

A: That can't happen. The others would hold an integer number c of electrons, so n_i = N − c would be an integer strictly between 0 and 1.

```lean
/-- If occupations between zero and one add up to an integer and one of them is fractional,
then a second one is fractional too. -/
theorem exists_second_fractional {N : ℕ} {n : ι → ℝ} (hb : ∀ k, 0 ≤ n k ∧ n k ≤ 1)
    (hsum : ∑ k, n k = N) {i : ι} (hi : 0 < n i ∧ n i < 1) :
    ∃ j, i ≠ j ∧ 0 < n j ∧ n j < 1 := by
  by_contra hno
  have h01 : ∀ j ∈ univ.erase i, n j = if n j = 1 then 1 else 0 := by
    intro j hj
    split_ifs with h1
    · exact h1
    · by_contra h0
      exact hno ⟨j, (ne_of_mem_erase hj).symm,
        lt_of_le_of_ne (hb j).1 (Ne.symm h0), lt_of_le_of_ne (hb j).2 h1⟩
  -- the other orbitals would hold an integer number `c` of electrons
  obtain ⟨c, hc⟩ : ∃ c : ℕ, ∑ j ∈ univ.erase i, n j = c :=
    ⟨_, (sum_congr rfl h01).trans (sum_boole _ _)⟩
  have hs := add_sum_erase univ n (mem_univ i)
  have h1 : (c : ℝ) < N := by linarith [hi.1]
  have h2 : (N : ℝ) < c + 1 := by linarith [hi.2]
  have h1' : c < N := by exact_mod_cast h1
  have h2' : N < c + 1 := by exact_mod_cast h2
  omega
```

Given fractional orbitals i ≠ j, move

s = min(1 − n_i, n_j)

from j to i. Either i becomes full or j becomes empty. All entries stay in [0, 1], the sum is unchanged, and there are fewer fractional entries.

```lean
/-- Between two distinct fractional orbitals a positive charge can be moved so that all
occupations stay between zero and one, their sum is kept, and fewer of them are fractional. -/
theorem exists_transfer {n : ι → ℝ} (hb : ∀ k, 0 ≤ n k ∧ n k ≤ 1) {i j : ι} (hij : i ≠ j)
    (hi : 0 < n i ∧ n i < 1) (hj : 0 < n j ∧ n j < 1) :
    ∃ t, 0 < t ∧ (∀ k, 0 ≤ transfer n i j t k ∧ transfer n i j t k ≤ 1) ∧
      ∑ k, transfer n i j t k = ∑ k, n k ∧
      (fractional (transfer n i j t)).card < (fractional n).card := by
  -- move charge until `i` is full or `j` is empty
  obtain ⟨t, hti, htj, ht, hor⟩ :
      ∃ t, t ≤ 1 - n i ∧ t ≤ n j ∧ 0 < t ∧ (t = 1 - n i ∨ t = n j) :=
    ⟨min (1 - n i) (n j), min_le_left _ _, min_le_right _ _,
      lt_min (by linarith [hi.2]) hj.1, min_choice _ _⟩
  have vi : transfer n i j t i = n i + t := by simp [transfer, hij]
  have vj : transfer n i j t j = n j - t := by simp [transfer, hij.symm]
  have vk : ∀ k, k ≠ i → k ≠ j → transfer n i j t k = n k := by
    intro k h1 h2
    simp [transfer, h1, h2]
  refine ⟨t, ht, fun k => ?_, ?_, card_lt_card ?_⟩
  · by_cases h1 : k = i
    · rw [h1, vi]
      constructor <;> linarith [hi.1]
    · by_cases h2 : k = j
      · rw [h2, vj]
        constructor <;> linarith [hj.2]
      · rw [vk k h1 h2]
        exact hb k
  · simp [transfer, sum_add_distrib, sum_sub_distrib]
  · have hsub : fractional (transfer n i j t) ⊆ fractional n := by
      intro k hk
      simp only [fractional, mem_filter, mem_univ, true_and] at hk ⊢
      by_cases h1 : k = i
      · rw [h1]; exact hi
      · by_cases h2 : k = j
        · rw [h2]; exact hj
        · rwa [vk k h1 h2] at hk
    rw [ssubset_iff_of_subset hsub]
    simp only [fractional, mem_filter, mem_univ, true_and]
    rcases hor with h | h
    · exact ⟨i, hi, fun hc => by rw [vi] at hc; linarith [hc.2]⟩
    · exact ⟨j, hj, fun hc => by rw [vj] at hc; linarith [hc.1]⟩
```

Q: How do you get back to the original occupations?

A: Also make the opposite transfer from i to j, of size t = min(1 − n_j, n_i). Mix the two results with weights

a = t/(s + t), b = s/(s + t).

Then a + b = 1 and a s = b t, so

a (n_i + s) + b (n_i − t) = n_i,

a (n_j − s) + b (n_j + t) = n_j.

The other entries never changed. By induction on the number of fractional entries, both transferred vectors come from ensembles, hence so does their mixture. With no fractional entry left, the orbitals with n_k = 1 form a determinant, which has N electrons because the sum is N. In Lean, `d` is a strict upper bound on the number of fractional entries, and the induction runs over `d`.

```lean
/-- Occupations between zero and one that add up to `N` are those of some ensemble of
`N`-electron determinants. -/
theorem exists_ensemble {N : ℕ} {n : ι → ℝ} (hb : ∀ k, 0 ≤ n k ∧ n k ≤ 1)
    (hsum : ∑ k, n k = N) : ∃ w, IsEnsemble N w ∧ ensembleOcc w = n := by
  have H : ∀ d : ℕ, ∀ n : ι → ℝ, (fractional n).card < d → (∀ k, 0 ≤ n k ∧ n k ≤ 1) →
      ∑ k, n k = N → ∃ w, IsEnsemble N w ∧ ensembleOcc w = n := by
    intro d
    induction d with
    | zero => intro n h; exact absurd h (Nat.not_lt_zero _)
    | succ d ih =>
      intro n hd hb hsum
      by_cases hex : ∃ i, 0 < n i ∧ n i < 1
      · -- mix the results of the two opposite charge transfers
        obtain ⟨i, hi⟩ := hex
        obtain ⟨j, hij, hj⟩ := exists_second_fractional hb hsum hi
        obtain ⟨s, hs, hbs, hss, hcs⟩ := exists_transfer hb hij hi hj
        obtain ⟨t, ht, hbt, hst, hct⟩ := exists_transfer hb hij.symm hj hi
        obtain ⟨w, hw, ew⟩ := ih _ (by omega) hbs (hss.trans hsum)
        obtain ⟨v, hv, ev⟩ := ih _ (by omega) hbt (hst.trans hsum)
        obtain ⟨a, b, ha, hb', hab, he⟩ :
            ∃ a b : ℝ, 0 ≤ a ∧ 0 ≤ b ∧ a + b = 1 ∧ a * s = b * t :=
          ⟨t / (s + t), s / (s + t), by positivity, by positivity,
            by rw [← add_div, add_comm t s, div_self (by positivity)], by ring⟩
        obtain ⟨hm, hocc⟩ := hw.mix hv ha hb' hab
        refine ⟨_, hm, funext fun k => ?_⟩
        have hk : a * n k + b * n k = n k := by rw [← add_mul, hab, one_mul]
        rw [hocc, ew, ev]
        simp only [transfer]
        split_ifs <;> linarith
      · -- integer occupations belong to a single determinant
        obtain ⟨S, hS⟩ : ∃ S : Finset ι, ∀ k, detOcc S k = n k := by
          refine ⟨univ.filter (fun k => n k = 1), fun k => ?_⟩
          by_cases h1 : n k = 1
          · simp [detOcc, h1]
          · have h0 : n k = 0 := by
              by_contra h0
              exact hex ⟨k, lt_of_le_of_ne (hb k).1 (Ne.symm h0),
                lt_of_le_of_ne (hb k).2 h1⟩
            simp [detOcc, h0]
        have hcard : S.card = N := by
          have h : (S.card : ℝ) = N :=
            (sum_detOcc S).symm.trans ((sum_congr rfl fun k _ => hS k).trans hsum)
          exact_mod_cast h
        refine ⟨fun T => if T = S then 1 else 0, ⟨fun T => ?_, by simp, fun T hT => ?_⟩,
          funext fun k => ?_⟩
        · split_ifs <;> norm_num
        · exact if_neg fun h => hT (by rw [h, hcard])
        · rw [← hS k]
          simp [ensembleOcc]
  exact H _ n (Nat.lt_succ_self _) hb hsum
```

The two directions combine into the equivalence.

```lean
/-- Ensemble representability of occupations: a real vector is the occupation vector of an
ensemble of `N`-electron determinants if and only if its entries lie between zero and one
and add up to `N`. -/
theorem ensemble_representable_iff (N : ℕ) (n : ι → ℝ) :
    (∃ w, IsEnsemble N w ∧ ensembleOcc w = n) ↔
      (∀ k, 0 ≤ n k ∧ n k ≤ 1) ∧ ∑ k, n k = N := by
  constructor
  · rintro ⟨w, hw, rfl⟩
    exact occ_constraints hw
  · rintro ⟨hb, hsum⟩
    exact exists_ensemble hb hsum
```

Q: Is the ensemble unique?

A: It is when the occupations are those of one determinant T. An orbital empty in T has Σ_S w_S d_S(k) = 0, a sum of nonnegative terms, so it is empty in every S of positive weight. Thus S ⊆ T, and equal electron numbers give S = T.

```lean
/-- If an `N`-electron ensemble has the occupations of a single determinant `T`, then `T`
carries the whole weight. -/
theorem ensemble_eq_determinant {N : ℕ} {w : Finset ι → ℝ} (h : IsEnsemble N w)
    {T : Finset ι} (hT : ensembleOcc w = detOcc T) :
    w = fun S => if S = T then 1 else 0 := by
  have hTN : T.card = N := by
    have hs := (occ_constraints h).2
    rw [hT, sum_detOcc] at hs
    exact_mod_cast hs
  have hz : ∀ S, S ≠ T → w S = 0 := by
    intro S hST
    by_contra hw0
    have hSN : S.card = N := by
      by_contra hc
      exact hw0 (h.support S hc)
    -- an orbital empty in `T` is empty in every determinant of positive weight
    have hsub : S ⊆ T := by
      intro k hk
      by_contra hkT
      have h0 : ∑ S, w S * detOcc S k = 0 := by
        change ensembleOcc w k = 0
        rw [hT]
        simp [detOcc, hkT]
      have hterm := (sum_eq_zero_iff_of_nonneg (fun S _ => mul_nonneg (h.nonneg S)
        (by unfold detOcc; split_ifs <;> norm_num))).1 h0 S (mem_univ S)
      rw [detOcc, if_pos hk, mul_one] at hterm
      exact hw0 hterm
    exact hST (eq_of_subset_of_card_le hsub (by omega))
  have h1 := h.sum_one
  rw [sum_eq_single T (fun S _ hS => hz S hS) (by simp)] at h1
  funext S
  by_cases hS : S = T
  · rw [if_pos hS, hS, h1]
  · rw [if_neg hS, hz S hS]
```

Q: My states are wavefunctions, not mixtures.

A: For CI coefficients c_S, the number operator multiplies c_S by d_S(k), so

Σ_S c_S* d_S(k) c_S = Σ_S |c_S|² d_S(k).

This is the expectation value once Σ_S |c_S|² = 1. If also c_S = 0 unless S has N elements, the squared moduli are ensemble weights; conversely, c_S = √w_S gives a wavefunction with the same occupations as a given ensemble, though other expectation values can differ.

```lean
/-- The number operator of orbital `k` acting on the CI coefficients `c` of a wavefunction. -/
def numberOp (k : ι) (c : Finset ι → ℂ) (S : Finset ι) : ℂ := (detOcc S k : ℂ) * c S

/-- The sum of `conj (c S) * numberOp k c S` over all `S` equals `ensembleOcc` for the weights
`‖c S‖ ^ 2`. For normalised `c` it is the expectation value of the number operator. -/
theorem expectation_numberOp (c : Finset ι → ℂ) (k : ι) :
    ∑ S, conj (c S) * numberOp k c S = (ensembleOcc (fun S => ‖c S‖ ^ 2) k : ℂ) := by
  unfold ensembleOcc numberOp
  push_cast
  refine sum_congr rfl fun S _ => ?_
  rw [← Complex.conj_mul']
  ring

/-- A real vector collects the number-operator expectation values of a normalised `N`-electron
CI wavefunction if and only if its entries lie between zero and one and add up to `N`. -/
theorem wavefunction_representable_iff (N : ℕ) (n : ι → ℝ) :
    (∃ c : Finset ι → ℂ, ∑ S, ‖c S‖ ^ 2 = 1 ∧ (∀ S, S.card ≠ N → c S = 0) ∧
      ∀ k, ∑ S, conj (c S) * numberOp k c S = (n k : ℂ)) ↔
      (∀ k, 0 ≤ n k ∧ n k ≤ 1) ∧ ∑ k, n k = N := by
  rw [← ensemble_representable_iff]
  constructor
  · rintro ⟨c, h1, hN, hc⟩
    refine ⟨fun S => ‖c S‖ ^ 2, ⟨fun S => sq_nonneg _, h1, fun S hS => ?_⟩,
      funext fun k => ?_⟩
    · simp [hN S hS]
    · exact Complex.ofReal_injective ((expectation_numberOp c k).symm.trans (hc k))
  · rintro ⟨w, hw, rfl⟩
    -- square roots of the weights serve as CI coefficients
    have hsq : ∀ S, ‖((Real.sqrt (w S) : ℝ) : ℂ)‖ ^ 2 = w S := fun S => by
      rw [Complex.norm_real, Real.norm_eq_abs, sq_abs, Real.sq_sqrt (hw.nonneg S)]
    refine ⟨fun S => ((Real.sqrt (w S) : ℝ) : ℂ), ?_, fun S hS => ?_, fun k => ?_⟩
    · exact (sum_congr rfl fun S _ => hsq S).trans hw.sum_one
    · simp [hw.support S hS]
    · rw [expectation_numberOp]
      simp only [hsq]

end

end EnsembleOccupations
```

```lean
#print axioms EnsembleOccupations.ensemble_eq_determinant
#print axioms EnsembleOccupations.wavefunction_representable_iff
```

```
'EnsembleOccupations.ensemble_eq_determinant' depends on axioms: [propext, Classical.choice, Quot.sound]
'EnsembleOccupations.wavefunction_representable_iff' depends on axioms: [propext, Classical.choice, Quot.sound]
```

Q: So is every one-particle density matrix settled?

A: No. The theorems concern its diagonal in a fixed orbital basis. For a pure state these entries need not be natural occupation numbers, which can obey further constraints. Spin symmetry isn't imposed either. The step left to you is identifying the sets S with Slater determinants of orthonormal spin orbitals: `numberOp` is defined by its diagonal action, not built from creation and annihilation operators.
